# A Finite Connected Graph with at Most One Positive Adjacency Eigenvalue Is Complete Multipartite

If a connected framework of atoms, each with one orbital, has only a single bonding level, what shape can it have? Here a bonding level is a positive eigenvalue of the framework's adjacency matrix, and a degenerate level counts as often as its multiplicity.

In Lean 4 with Mathlib:

```lean
import Mathlib

open Matrix

namespace SmithConverse

noncomputable section

universe u

variable {V : Type u}

/-- Two vertices are related when they are equal or not joined by an edge. -/
def EqOrNonadj (G : SimpleGraph V) (x y : V) : Prop := x = y ∨ ¬ G.Adj x y

/-- Four distinct vertices with edges `ab`, `bc`, `cd` and no edge `ac` or `ad`: they induce
a path if `b` and `d` are not adjacent, and a paw (a triangle with a pendant vertex) if they are. -/
structure IsPathOrPaw (G : SimpleGraph V) (a b c d : V) : Prop where
  ab : G.Adj a b
  bc : G.Adj b c
  cd : G.Adj c d
  not_ac : ¬ G.Adj a c
  not_ad : ¬ G.Adj a d
  ne_ac : a ≠ c
  ne_ad : a ≠ d
  ne_bd : b ≠ d

/-- In a connected graph, being equal or non-adjacent is an equivalence relation exactly when
no four vertices induce a path or a paw. -/
theorem equivalence_iff_no_path_or_paw (G : SimpleGraph V) (hG : G.Connected) :
    Equivalence (EqOrNonadj G) ↔ ¬ ∃ a b c d, IsPathOrPaw G a b c d := by
  constructor
  · rintro h ⟨a, b, c, d, hp⟩
    have h1 : EqOrNonadj G c a := Or.inr fun h' => hp.not_ac h'.symm
    have h2 : EqOrNonadj G a d := Or.inr hp.not_ad
    rcases h.trans h1 h2 with h3 | h3
    · exact hp.cd.ne h3
    · exact h3 hp.cd
  · intro hno
    constructor
    · intro x
      exact Or.inl rfl
    · intro x y h
      rcases h with h | h
      · exact Or.inl h.symm
      · exact Or.inr fun h' => h h'.symm
    · intro x v w hxv hvw
      rcases hxv with rfl | hxv
      · exact hvw
      rcases hvw with rfl | hvw
      · exact Or.inr hxv
      refine Or.inr fun hxw => ?_
      -- the edges that `v` misses spread along walks, unless a path or paw appears
      let T : V → Prop := fun p => ¬ G.Adj v p ∧ ∃ q, G.Adj p q ∧ ¬ G.Adj v q
      have step : ∀ p z, G.Adj p z → T p → T z := by
        rintro p z hpz ⟨hp, q, hpq, hq⟩
        by_cases hz : G.Adj v z
        · exact absurd ⟨v, z, p, q, hz, hpz.symm, hpq, hp, hq,
            by rintro rfl; exact hq hpq,
            by rintro rfl; exact hp hpq.symm,
            by rintro rfl; exact hq hz⟩ hno
        · exact ⟨hz, p, hpz.symm, hp⟩
      have along : ∀ p z, G.Walk p z → T p → T z := by
        intro p z W
        induction W with
        | nil => exact id
        | cons h _ ih => exact fun hp => ih (step _ _ h hp)
      obtain ⟨W⟩ := hG.preconnected x v
      obtain ⟨_, q, hq, hq'⟩ := along x v W ⟨fun h => hxv h.symm, w, hxw, hvw⟩
      exact hq' hq

open scoped Classical in
/-- The real adjacency matrix of a graph. -/
def adjacency (G : SimpleGraph V) : Matrix V V ℝ := G.adjMatrix ℝ

/-- The adjacency matrix is Hermitian. -/
theorem adjacency_isHermitian (G : SimpleGraph V) : (adjacency G).IsHermitian :=
  Matrix.IsHermitian.ext fun i j => by
    by_cases h : G.Adj i j
    · simp [adjacency, h, h.symm]
    · have h' : ¬ G.Adj j i := fun k => h k.symm
      simp [adjacency, h, h']

variable [Fintype V] [DecidableEq V]

/-- The number of positive adjacency eigenvalues, counted with multiplicity. -/
def bondingLevels (G : SimpleGraph V) : ℕ :=
  (Finset.univ.filter fun i => 0 < (adjacency_isHermitian G).eigenvalues i).card

/-- The quadratic form of a real symmetric matrix is the sum of its eigenvalues weighted by
the squared overlaps with the orthonormal eigenvectors. -/
theorem form_eq_sum {A : Matrix V V ℝ} (hA : A.IsHermitian) (x : V → ℝ) :
    x ⬝ᵥ A *ᵥ x =
      ∑ i, hA.eigenvalues i * ((hA.eigenvectorBasis i).ofLp ⬝ᵥ x) ^ 2 := by
  have h := hA.eigenvectorBasis.sum_inner_mul_inner
    (WithLp.toLp 2 x) (WithLp.toLp 2 (A *ᵥ x))
  simp only [EuclideanSpace.inner_eq_star_dotProduct, star_trivial] at h
  have hT : Aᵀ = A := by
    rw [← Matrix.conjTranspose_eq_transpose_of_trivial]
    exact hA.eq
  rw [dotProduct_comm, ← h]
  refine Finset.sum_congr rfl fun i _ => ?_
  have hi : (A *ᵥ x) ⬝ᵥ (hA.eigenvectorBasis i).ofLp =
      hA.eigenvalues i * ((hA.eigenvectorBasis i).ofLp ⬝ᵥ x) := by
    rw [dotProduct_comm, Matrix.dotProduct_mulVec, ← Matrix.mulVec_transpose, hT,
      hA.mulVec_eigenvectorBasis, smul_dotProduct, smul_eq_mul]
  rw [hi]
  ring

/-- If the quadratic form of a real symmetric matrix is positive on every nontrivial combination of
two trial vectors, the matrix has at least two positive eigenvalues, counted with multiplicity. -/
theorem two_le_of_positive_plane {A : Matrix V V ℝ} (hA : A.IsHermitian) (x y : V → ℝ)
    (h : ∀ s t : ℝ, s ≠ 0 ∨ t ≠ 0 → 0 < (s • x + t • y) ⬝ᵥ A *ᵥ (s • x + t • y)) :
    2 ≤ (Finset.univ.filter fun i => 0 < hA.eigenvalues i).card := by
  by_contra hc
  have hone := Finset.card_le_one.mp (Nat.le_of_lt_succ (not_le.mp hc))
  -- some nontrivial combination is orthogonal to every eigenvector with positive eigenvalue
  have key : ∃ s t : ℝ, (s ≠ 0 ∨ t ≠ 0) ∧ ∀ i, 0 < hA.eigenvalues i →
      (hA.eigenvectorBasis i).ofLp ⬝ᵥ (s • x + t • y) = 0 := by
    by_cases hp : ∃ k, 0 < hA.eigenvalues k
    · obtain ⟨k, hk⟩ := hp
      have huniq : ∀ i, 0 < hA.eigenvalues i → i = k := fun i hi =>
        hone i (by simpa using hi) k (by simpa using hk)
      by_cases hx : (hA.eigenvectorBasis k).ofLp ⬝ᵥ x = 0
      · refine ⟨1, 0, Or.inl one_ne_zero, fun i hi => ?_⟩
        rw [huniq i hi, one_smul, zero_smul, add_zero, hx]
      · refine ⟨(hA.eigenvectorBasis k).ofLp ⬝ᵥ y, -((hA.eigenvectorBasis k).ofLp ⬝ᵥ x),
          Or.inr (neg_ne_zero.mpr hx), fun i hi => ?_⟩
        rw [huniq i hi, dotProduct_add, dotProduct_smul, dotProduct_smul, smul_eq_mul,
          smul_eq_mul]
        ring
    · exact ⟨1, 0, Or.inl one_ne_zero, fun i hi => absurd ⟨i, hi⟩ hp⟩
  obtain ⟨s, t, hst, horth⟩ := key
  refine not_le_of_gt (h s t hst) ?_
  rw [form_eq_sum hA]
  refine Finset.sum_nonpos fun i _ => ?_
  by_cases hi : 0 < hA.eigenvalues i
  · simp [horth i hi]
  · exact mul_nonpos_iff.mpr (Or.inr ⟨not_lt.mp hi, sq_nonneg _⟩)

/-- A graph with an induced four-vertex path or paw has at least two positive adjacency
eigenvalues. -/
theorem two_le_bondingLevels (G : SimpleGraph V) {a b c d : V} (hp : IsPathOrPaw G a b c d) :
    2 ≤ bondingLevels G := by
  obtain ⟨e, he⟩ : ∃ e : V → V → ℝ, ∀ i j, e i ⬝ᵥ adjacency G *ᵥ e j = adjacency G i j :=
    ⟨fun i => Pi.single i 1, fun i j => by simp⟩
  have h1 : ∀ i j, G.Adj i j → adjacency G i j = 1 := fun i j h => by simp [adjacency, h]
  have h0 : ∀ i j, ¬ G.Adj i j → adjacency G i j = 0 := fun i j h => by simp [adjacency, h]
  have hd : ∀ i, adjacency G i i = 0 := fun i => by simp [adjacency]
  have hs : adjacency G d b = adjacency G b d := by
    simpa only [star_trivial] using (adjacency_isHermitian G).apply b d
  -- the second trial orbital is corrected at `a` so that the cross terms cancel
  refine two_le_of_positive_plane (adjacency_isHermitian G) (e a + e b)
    (e c + e d - (1 + adjacency G b d) • e a) fun s t hst => ?_
  have hform : (s • (e a + e b) + t • (e c + e d - (1 + adjacency G b d) • e a)) ⬝ᵥ
      adjacency G *ᵥ (s • (e a + e b) + t • (e c + e d - (1 + adjacency G b d) • e a)) =
      2 * (s ^ 2 + t ^ 2) := by
    simp only [Matrix.mulVec_add, Matrix.mulVec_sub, Matrix.mulVec_smul, dotProduct_add,
      dotProduct_sub, dotProduct_smul, add_dotProduct, sub_dotProduct, smul_dotProduct,
      smul_eq_mul, he, hd, hs, h1 a b hp.ab, h1 b a hp.ab.symm, h1 b c hp.bc,
      h1 c b hp.bc.symm, h1 c d hp.cd, h1 d c hp.cd.symm, h0 a c hp.not_ac,
      h0 c a fun h => hp.not_ac h.symm, h0 a d hp.not_ad, h0 d a fun h => hp.not_ad h.symm]
    ring
  rw [hform]
  rcases hst with h | h <;> positivity

/-- Smith's converse: if a finite connected graph has at most one positive adjacency eigenvalue,
counted with multiplicity, then being equal or non-adjacent is an equivalence relation. -/
theorem smith_converse (G : SimpleGraph V) (hG : G.Connected) (h : bondingLevels G ≤ 1) :
    Equivalence (EqOrNonadj G) := by
  rw [equivalence_iff_no_path_or_paw G hG]
  rintro ⟨a, b, c, d, hp⟩
  have := two_le_bondingLevels G hp
  omega

/-- A finite connected graph with at most one positive adjacency eigenvalue, counted with
multiplicity, is complete multipartite: its vertices fall into parts, and two vertices are
adjacent exactly when their parts differ. -/
theorem complete_multipartite (G : SimpleGraph V) (hG : G.Connected)
    (h : bondingLevels G ≤ 1) :
    ∃ (ι : Type u) (part : V → ι), ∀ x y, G.Adj x y ↔ part x ≠ part y := by
  let S : Setoid V := ⟨EqOrNonadj G, smith_converse G hG h⟩
  refine ⟨Quotient S, Quotient.mk S, fun x y => ?_⟩
  constructor
  · intro hxy heq
    rcases Quotient.exact heq with h' | h'
    · exact hxy.ne h'
    · exact h' hxy
  · intro hne
    by_contra hxy
    exact hne (Quotient.sound (Or.inr hxy))

/-- The graph on three vertices whose only edge joins `0` and `1`. -/
def edgePlusVertex : SimpleGraph (Fin 3) := SimpleGraph.fromEdgeSet {s(0, 1)}

/-- Connectedness cannot be dropped: an edge with an isolated third vertex has at most one
positive adjacency eigenvalue, but being equal or non-adjacent is not an equivalence relation. -/
theorem connectedness_needed :
    bondingLevels edgePlusVertex ≤ 1 ∧ ¬ Equivalence (EqOrNonadj edgePlusVertex) := by
  constructor
  · -- three numbers with zero sum and zero product are never positive twice
    have aux : ∀ f : Fin 3 → ℝ, ∑ i, f i = 0 → ∏ i, f i = 0 →
        ∀ i j, i ≠ j → 0 < f i → 0 < f j → False := by
      intro f hs hp i j hij hi hj
      rw [Fin.sum_univ_three] at hs
      rw [Fin.prod_univ_three, mul_eq_zero, mul_eq_zero] at hp
      rcases hp with (h | h) | h <;> fin_cases i <;> fin_cases j <;>
        simp at hij hi hj <;> linarith
    have hA := adjacency_isHermitian edgePlusVertex
    have ht : (adjacency edgePlusVertex).trace = 0 := by simp [adjacency]
    -- the isolated vertex gives a zero column
    have hcol : ∀ i, adjacency edgePlusVertex i 2 = 0 := by
      intro i
      have hn : ¬ edgePlusVertex.Adj i 2 := by
        fin_cases i <;> simp [edgePlusVertex]
      simp [adjacency, hn]
    have hdet : (adjacency edgePlusVertex).det = 0 :=
      Matrix.det_eq_zero_of_column_eq_zero 2 hcol
    have hs : ∑ i, hA.eigenvalues i = 0 := by
      have h := hA.trace_eq_sum_eigenvalues
      rw [ht] at h
      exact h.symm
    have hp : ∏ i, hA.eigenvalues i = 0 := by
      have h := hA.det_eq_prod_eigenvalues
      rw [hdet] at h
      exact h.symm
    refine Finset.card_le_one.mpr fun i hi j hj => ?_
    by_contra hij
    exact aux _ hs hp i j hij (Finset.mem_filter.mp hi).2 (Finset.mem_filter.mp hj).2
  · intro h
    have h1 : EqOrNonadj edgePlusVertex 0 2 := by simp [EqOrNonadj, edgePlusVertex]
    have h2 : EqOrNonadj edgePlusVertex 2 1 := by simp [EqOrNonadj, edgePlusVertex]
    have h3 := h.trans h1 h2
    simp [EqOrNonadj, edgePlusVertex] at h3

end

end SmithConverse
```

```lean
#print axioms SmithConverse.complete_multipartite
#print axioms SmithConverse.connectedness_needed
```

```
'SmithConverse.complete_multipartite' depends on axioms: [propext, Classical.choice, Quot.sound]
'SmithConverse.connectedness_needed' depends on axioms: [propext, Classical.choice, Quot.sound]
```

## One bonding level restricts the framework

`smith_converse` says that if a finite connected graph `G` satisfies `bondingLevels G ≤ 1`, then "equal or non-adjacent" (`EqOrNonadj`) is an equivalence relation on its vertices. `complete_multipartite` restates this by parts: two vertices are adjacent exactly when their parts differ. The implication runs from spectrum to shape; the other direction of Smith's theorem, from shape to spectrum, is not needed.

Vertices stand for orbitals and edges for couplings. With site energy α and resonance integral β < 0, the Hückel matrix is

H = αI + βA,

where A is `adjacency G`. An eigenvalue λ of A gives the energy α + βλ, which lies below α exactly when λ > 0. Mathlib's `eigenvalues` is a family indexed by `V`, so counting indices counts multiplicity; index i does not attach a level to atom i.

The octahedron is an example: its parts are the three opposite pairs, and its adjacency eigenvalues are 4, 0 (three times) and −2 (twice). The theorem concerns this H, with equal site energies and equal couplings along edges only, and does not carry over to Wade's electron counting for clusters. That counting gives the icosahedron one bonding radial combination too, but the icosahedron is not complete multipartite, and its adjacency matrix has four positive eigenvalues.

## A missed edge leads to a path or a paw

`IsPathOrPaw` describes distinct vertices a, b, c, d with edges ab, bc, cd and no edge ac or ad. They induce a path if b and d are non-adjacent, and a paw (a triangle with a pendant vertex) otherwise. Such vertices break transitivity: c is related to a, and a to d, but c and d are joined.

Conversely, the relation is always reflexive and symmetric. If transitivity fails, some vertex v is adjacent to neither end of an edge xw. Let T(p) mean that v misses p and also some neighbour q of p. Suppose T(p) holds and z is a neighbour of p. If v were adjacent to z, then v, z, p, q would form a path or paw. If no such four vertices exist, v misses z, and T(z) holds with p as the missed neighbour. Now T(x) holds with w as the missed neighbour, and since G is connected there is a walk from x to v. Induction along it gives T(v): v misses one of its own neighbours, a contradiction.

## Two trial orbitals force two bonding levels

Let x and y now be vectors, and let uᵢ be the orthonormal eigenvectors of A. The proof rests on Mathlib's `sum_inner_mul_inner`, which inserts a complete set of states:

x·Ax = Σᵢ (x·uᵢ)(uᵢ·Ax) = Σᵢ λᵢ(uᵢ·x)².

The last step moves the symmetric A onto uᵢ and uses Auᵢ = λᵢuᵢ. This is `form_eq_sum`.

Suppose the form is positive on every nontrivial combination sx + ty, but at most one eigenvalue, λₖ, is positive. Some nontrivial combination satisfies

s(uₖ·x) + t(uₖ·y) = 0,

so only terms with λᵢ ≤ 0 contribute and the form is not positive. If no eigenvalue is positive, any combination gives the same contradiction. Hence there are at least two positive eigenvalues.

For a path or paw, write ε = A_bd, which is 0 or 1, let e_a be the unit vector at a, and take

x = e_a + e_b,
y = e_c + e_d − (1 + ε)e_a.

Then

x·Ax = 2A_ab = 2,
y·Ay = 2A_cd − 2(1 + ε)(A_ac + A_ad) = 2,
x·Ay = A_bc + A_bd − (1 + ε)A_ab = 0.

The form on sx + ty is therefore 2(s² + t²). After normalisation, x has expectation value 1, and y has 2/3 for the path and 1/3 for the paw. So an induced path or paw forces at least two bonding levels, and a graph with at most one contains neither as an induced subgraph.

## The smallest frameworks

A single vertex is connected, has the eigenvalue 0 and no bonding level, and forms one part. This is why the hypothesis reads "at most one".

Without connectedness the conclusion fails for an edge plus an isolated vertex (`connectedness_needed`). Its three eigenvalues have zero sum and zero product, so at most one is positive, yet vertices 0 and 1 are joined while both are related to 2.
